# Moments up to order L of a unit point source on a line determine exactly those of the shifted source

A unit point source at position x on a line has moments x^l, kept here for l = 0, …, L. The theorem says that multiplying this finite list by a matrix with entries binom(m,l) s^(m−l) for l ≤ m, and zero otherwise, gives exactly the moments (x + s)^m of a unit source at x + s. It holds for every natural number L and all real s and x, with no error from the truncation. The proof works one component at a time: it turns the matrix product into a sum over natural numbers, drops the vanishing terms above order m, and applies the binomial theorem.

The first attempt, which Lean rejects:

```lean
import Mathlib

open Matrix

namespace RecentreMoments

noncomputable section

/-- The recentring matrix for moments up to order `L`: row `m`, column `l` holds
`binom(m,l) s^(m-l)` for `l ≤ m`, and zero otherwise. -/
def recentre (L : ℕ) (s : ℝ) : Matrix (Fin (L + 1)) (Fin (L + 1)) ℝ :=
  Matrix.of fun m l =>
    if (l : ℕ) ≤ (m : ℕ) then ((m : ℕ).choose (l : ℕ) : ℝ) * s ^ ((m : ℕ) - (l : ℕ)) else 0

/-- The moments `x^l`, `l = 0, …, L`, of a unit point source at position `x` on a line. -/
def moments (L : ℕ) (x : ℝ) : Fin (L + 1) → ℝ := fun l => x ^ (l : ℕ)

/-- Recentring by `s` turns the truncated moments of a point source at `x` into exactly
those of a point source at `x + s`. -/
theorem recentre_moments (L : ℕ) (s x : ℝ) :
    recentre L s *ᵥ moments L x = moments L (x + s) := by
  ext m
  have hm : (m : ℕ) < L + 1 := m.isLt
  calc (recentre L s *ᵥ moments L x) m
      = ∑ l : Fin (L + 1), (fun k : ℕ => (if k ≤ (m : ℕ) then
          ((m : ℕ).choose k : ℝ) * s ^ ((m : ℕ) - k) else 0) * x ^ k) (l : ℕ) := rfl
    _ = ∑ k ∈ Finset.range (L + 1), (if k ≤ (m : ℕ) then
          ((m : ℕ).choose k : ℝ) * s ^ ((m : ℕ) - k) else 0) * x ^ k :=
        Fin.sum_univ_eq_sum_range _ _
    _ = ∑ k ∈ Finset.range ((m : ℕ) + 1), (if k ≤ (m : ℕ) then
          ((m : ℕ).choose k : ℝ) * s ^ ((m : ℕ) - k) else 0) * x ^ k := by
        -- moments above order m do not contribute
        symm
        apply Finset.sum_subset
        · intro k hk
          have := Finset.mem_range.1 hk
          exact Finset.mem_range.2 (by omega)
        · intro k _ hk
          have h : ¬ k ≤ (m : ℕ) := fun h => hk (Finset.mem_range.2 (by omega))
          rw [if_neg h, zero_mul]
    _ = moments L (x + s) m := by
        change _ = (x + s) ^ (m : ℕ)
        rw [add_pow]
        apply Finset.sum_congr rfl
        intro k hk
        have h : k ≤ (m : ℕ) := by
          have := Finset.mem_range.1 hk
          omega
        rw [if_pos h]
        ring

end

end RecentreMoments
```

The error:

```
Main.lean:29:8: error: Type mismatch
  Fin.sum_univ_eq_sum_range ?m.120 ?m.121
has type
  ∑ i, ?m.120 ↑i = ∑ i ∈ Finset.range ?m.121, ?m.120 i
but is expected to have type
  ∑ l, (fun k => (if k ≤ ↑m then ↑((↑m).choose k) * s ^ (↑m - k) else 0) * x ^ k) ↑l =
    ∑ k ∈ Finset.range (L + 1), (if k ≤ ↑m then ↑((↑m).choose k) * s ^ (↑m - k) else 0) * x ^ k
```

What went wrong. The error is in the step that turns a sum over `Fin (L + 1)` into one over `Finset.range (L + 1)`. `Fin.sum_univ_eq_sum_range` is the right lemma, but its two arguments were left as `_`, and Lean could not match the resulting statement with the goal.

The difficulty is in inferring the function. On the left, the lemma has an unknown function applied to `↑i`, the index coerced to a natural number. Because `↑i` is not itself a bound variable, this is not a pattern from which Lean can simply read off the function. The goal does display the function as `fun k => …` applied to `↑l`, but that application can be reduced during unification, and the visible function is then lost.

The repair passes that function explicitly, along with the length `L + 1`. There is then nothing left to guess, and the lemma's statement agrees with the goal once the function applications are reduced. The mathematics of the step is unchanged.

The repair, with which the file compiles:

```diff
@@ -27,5 +27,6 @@
     _ = ∑ k ∈ Finset.range (L + 1), (if k ≤ (m : ℕ) then
           ((m : ℕ).choose k : ℝ) * s ^ ((m : ℕ) - k) else 0) * x ^ k :=
-        Fin.sum_univ_eq_sum_range _ _
+        Fin.sum_univ_eq_sum_range (fun k : ℕ => (if k ≤ (m : ℕ) then
+          ((m : ℕ).choose k : ℝ) * s ^ ((m : ℕ) - k) else 0) * x ^ k) (L + 1)
     _ = ∑ k ∈ Finset.range ((m : ℕ) + 1), (if k ≤ (m : ℕ) then
           ((m : ℕ).choose k : ℝ) * s ^ ((m : ℕ) - k) else 0) * x ^ k := by
```
